# Initial growth of the norm in two equally damped modes with one-way coupling |k| > 2γ

Let two real mode amplitudes x₀ and x₁ decay at the same rate γ, and let the second mode drive the first with strength k:

x₀′ = −γ x₀ + k x₁
x₁′ = −γ x₁

Some solution has a squared norm x₀² + x₁² with positive derivative at t = 0 if and only if |k| > 2γ. The only eigenvalue of the generator is −γ for every k, so the spectrum does not reveal this threshold. For γ = 1 and k = 4 the solution exp(−t)(1 + 4t, 1) tends to zero, yet its squared norm starts with derivative 4.

The constant γ stands for loss to surroundings that are not modelled, and k for a drive of the first mode by the second without any reaction back. The drive takes nothing from the second mode, so if the squared norm measures energy, its growth requires a supply from outside the two modes. In matrix form the equation of motion is x′ = Ax, with

A = [[−γ, k], [0, −γ]].

## From the eigenvalue to the threshold

**Spectrum and normality.** Let v = (v₀, v₁) be a nonzero complex vector with Av = μv. The two components of this equation are

(μ + γ) v₀ = k v₁
(μ + γ) v₁ = 0.

If μ ≠ −γ, the second line gives v₁ = 0, and the first then gives v₀ = 0, a contradiction. Conversely, A(1, 0) = −γ(1, 0), so −γ is an eigenvalue and there is no other.

A real matrix is normal if it commutes with its transpose. Here

AAᵀ = [[γ² + k², −γk], [−γk, γ²]]
AᵀA = [[γ², −γk], [−γk, γ² + k²]],

and the two products agree exactly when k = 0.

**Rate of change of the norm.** For any real square matrix A and any solution of x′ = Ax, the product rule gives

d/dt (x·x) = 2 x·x′ = 2 x·Ax.

For the coupled pair,

x·Ax = k x₀x₁ − γ(x₀² + x₁²).

The damping term lowers the norm if γ > 0, while the coupling term can have either sign. Sums and differences of the amplitudes separate the two cases:

x·Ax = −¼ [(2γ − k)(x₀ + x₁)² + (2γ + k)(x₀ − x₁)²].

If |k| ≤ 2γ, both coefficients in the bracket are nonnegative. Then x·Ax ≤ 0 for every x, and the squared norm of every solution is nonincreasing.

**Solutions that grow.** The curve

x(t) = exp(−γt)(a + ktb, b)

starts at (a, b). Its second component has derivative −γx₁. Its first has derivative −γx₀ + k exp(−γt)b = −γx₀ + kx₁. It is therefore a solution. At t = 0 the derivative of its squared norm is

2(k − 2γ) for (a, b) = (1, 1)
2(−k − 2γ) for (a, b) = (1, −1).

If |k| > 2γ, the first is positive for k ≥ 0 and the second for k ≤ 0, which completes the equivalence. Both initial states have squared norm 2, so for the normalised states (1, ±1)/√2 the derivatives are half as large.

**Late times.** If γ > 0, both exp(−γt) and t exp(−γt) tend to zero, and so does the curve, whatever the values of k, a and b. The growth is then transient.

For γ = 1, k = 4 and a = b = 1, the squared norm is

exp(−2t)[(1 + 4t)² + 1],

with derivative −2·2 + 8 = 4 at t = 0. Normalising the initial state gives an initial derivative of 2.

Non-normality alone does not produce growth: for 0 < |k| ≤ 2γ the matrix is non-normal and the norm still never increases.

## Testing a generator numerically

In a calculation, the initial growth rate can be read from the symmetric part of the generator, because x·Ax = x·Sx with S = (A + Aᵀ)/2. For the coupled pair S has eigenvalues −γ ± k/2, and a positive one means that the norm grows at first for some initial states. In NumPy, `np.linalg.eigvals(A)` returns −1 twice for the example, up to rounding, whereas `np.linalg.eigvalsh((A + A.T)/2)` returns −3 and 1. A norm that rises during the first time steps is therefore not in itself evidence of an unstable integrator.

With ħ = 1, the matrix H = iA is a two-level Hamiltonian, non-Hermitian unless γ = k = 0. The real and imaginary parts of a complex state each solve x′ = Ax, and their squared norms add, so |k| ≤ 2γ is also the condition for the squared norm of every complex state never to increase. Only then can it be read, for every normalised initial state, as the probability that the system is still in the two levels.

## The model in Lean

The file opens with the library import and a namespace.

```lean
import Mathlib

open Matrix Filter Topology

namespace TransientGrowth

noncomputable section
```

The generator is a 2 × 2 real matrix with rows and columns numbered 0 and 1, as above. No sign is imposed on `γ` or `k`; positive damping appears as a hypothesis only where it is needed.

```lean
/-- The generator of two modes with common damping rate `γ`, the second driving the first
with strength `k`. -/
def coupledDecay (γ k : ℝ) : Matrix (Fin 2) (Fin 2) ℝ := !![-γ, k; 0, -γ]
```

Eigenvalues are taken over the complex numbers. The real matrix is mapped entrywise into ℂ, and the eigenvector must be nonzero. This way a statement about the only eigenvalue also excludes oscillating modes, which have no real eigenvectors.

```lean
/-- The complex number `μ` is an eigenvalue of the real matrix `A`, with a nonzero complex
eigenvector. -/
def IsEigenvalue (A : Matrix (Fin 2) (Fin 2) ℝ) (μ : ℂ) : Prop :=
  ∃ v : Fin 2 → ℂ, v ≠ 0 ∧ (A.map Complex.ofReal) *ᵥ v = μ • v
```

A solution is a curve defined for all real times whose derivative at each time `t` is `A *ᵥ x t`, the matrix applied to the current state. The index type `n` may be any finite set, so this definition is not tied to two modes.

```lean
/-- The curve `x` solves the linear equation of motion `x' = A x` at all times. -/
def IsSolution {n : Type*} [Fintype n] (A : Matrix n n ℝ) (x : ℝ → n → ℝ) : Prop :=
  ∀ t, HasDerivAt x (A *ᵥ x t) t
```

The squared norm is the dot product of the state with itself. It is defined explicitly because Mathlib's default norm on functions `n → ℝ` is the largest absolute component, not the Euclidean length.

```lean
/-- The squared Euclidean norm of a real state vector. -/
def sqNorm {n : Type*} [Fintype n] (v : n → ℝ) : ℝ := v ⬝ᵥ v
```

The explicit curve has the initial amplitudes `a` and `b` as parameters.

```lean
/-- The curve `exp(-γt) (a + k t b, b)`. -/
def flow (γ k a b : ℝ) (t : ℝ) : Fin 2 → ℝ :=
  ![Real.exp (-γ * t) * (a + k * t * b), Real.exp (-γ * t) * b]
```

## Spectrum and normality of the generator

The first theorem says that a complex number `μ` is an eigenvalue exactly when it equals −γ. It does not speak of multiplicity. The hypotheses `h0` and `h1` are the two components of the eigenvector equation. Assuming μ ≠ −γ, the proof obtains `v 1 = 0` and then `v 0 = 0` by cancelling the nonzero factor `μ + γ`, in the same order as by hand. The converse uses the eigenvector (1, 0).

```lean
/-- The only eigenvalue of the coupled pair is `-γ`, whatever the coupling. -/
theorem eigenvalue_iff (γ k : ℝ) (μ : ℂ) :
    IsEigenvalue (coupledDecay γ k) μ ↔ μ = -(γ : ℂ) := by
  constructor
  · rintro ⟨v, hv, h⟩
    have h0 : -(γ : ℂ) * v 0 + k * v 1 = μ * v 0 := by
      simpa [coupledDecay, Matrix.mulVec, dotProduct, Fin.sum_univ_two] using congrFun h 0
    have h1 : -(γ : ℂ) * v 1 = μ * v 1 := by
      simpa [coupledDecay, Matrix.mulVec, dotProduct, Fin.sum_univ_two] using congrFun h 1
    by_contra hμ
    have hne : μ + γ ≠ 0 := fun h => hμ (eq_neg_of_add_eq_zero_left h)
    -- away from `-γ` both components of the eigenvector vanish
    have v1 : v 1 = 0 := (mul_eq_zero.1
      (show (μ + γ) * v 1 = 0 by linear_combination -h1)).resolve_left hne
    have v0 : v 0 = 0 := (mul_eq_zero.1
      (show (μ + γ) * v 0 = 0 by linear_combination -h0 + (k : ℂ) * v1)).resolve_left hne
    apply hv
    ext i
    fin_cases i <;> simp [v0, v1]
  · rintro rfl
    refine ⟨![1, 0], fun h => by simpa using congrFun h 0, ?_⟩
    ext i
    fin_cases i <;> simp [coupledDecay, Matrix.mulVec, dotProduct, Fin.sum_univ_two]
```

For normality, one matrix entry is enough in the forward direction: the upper left entries of the two products give γ² + k² = γ², hence k = 0. In the other direction all four entries are compared.

```lean
/-- The generator commutes with its transpose exactly when the coupling vanishes. -/
theorem normal_iff (γ k : ℝ) :
    coupledDecay γ k * (coupledDecay γ k)ᵀ = (coupledDecay γ k)ᵀ * coupledDecay γ k
      ↔ k = 0 := by
  constructor
  · intro h
    have h0 : γ * γ + k * k = γ * γ := by
      simpa [coupledDecay, Matrix.mul_apply, Fin.sum_univ_two] using congrFun (congrFun h 0) 0
    exact mul_self_eq_zero.1 (by linarith)
  · rintro rfl
    ext i j
    fin_cases i <;> fin_cases j <;>
      simp [coupledDecay, Matrix.mul_apply, Fin.sum_univ_two]
```

## The derivative of the squared norm

The next theorem holds for a real matrix of any finite size. It states that the squared norm has derivative 2 x·Ax at every time along any solution. The proof splits the derivative of the vector into components, applies the product rule to each square, and sums. The final `ring` identifies each term with the corresponding term of 2 x·Ax.

```lean
/-- Along any solution of `x' = A x`, in any dimension, the squared norm changes at the
rate `2 x·Ax`. -/
theorem norm_balance {n : Type*} [Fintype n] {A : Matrix n n ℝ} {x : ℝ → n → ℝ}
    (hx : IsSolution A x) (t : ℝ) :
    HasDerivAt (fun s => sqNorm (x s)) (2 * (x t ⬝ᵥ A *ᵥ x t)) t := by
  have h := fun i => hasDerivAt_pi.1 (hx t) i
  have hs := HasDerivAt.fun_sum (u := Finset.univ) (fun i _ => (h i).fun_mul (h i))
  refine hs.congr_deriv ?_
  simp only [dotProduct, Finset.mul_sum]
  refine Finset.sum_congr rfl fun i _ => ?_
  ring
```

## The explicit curve and its decay

The theorem `flow_solves` states both that the curve obeys the equation of motion and that it starts at (a, b). In the proof, `he` is the derivative of the exponential and `hl` that of the linear factor a + ktb. The product rule then gives the first component, and the second needs only `he`.

```lean
/-- The curve `exp(-γt) (a + k t b, b)` solves the equation of motion of the coupled pair
and starts at `(a, b)`. -/
theorem flow_solves (γ k a b : ℝ) :
    IsSolution (coupledDecay γ k) (flow γ k a b) ∧ flow γ k a b 0 = ![a, b] := by
  refine ⟨fun t => ?_, by simp [flow]⟩
  have he : HasDerivAt (fun s : ℝ => Real.exp (-γ * s)) (Real.exp (-γ * t) * (-γ)) t :=
    (((hasDerivAt_id' t).const_mul (-γ)).exp).congr_deriv (by ring)
  have hl : HasDerivAt (fun s : ℝ => a + k * s * b) (k * b) t :=
    ((((hasDerivAt_id' t).const_mul k).mul_const b).const_add a).congr_deriv (by ring)
  rw [hasDerivAt_pi]
  intro i
  fin_cases i
  · refine (he.fun_mul hl).congr_deriv ?_
    simp [coupledDecay, flow, Matrix.mulVec, dotProduct, Fin.sum_univ_two]
    ring
  · refine (he.mul_const b).congr_deriv ?_
    simp [coupledDecay, flow, Matrix.mulVec, dotProduct, Fin.sum_univ_two]
    try ring
```

Decay at late times is proved for γ > 0. Mathlib supplies the limit sⁿ exp(−s) → 0 for every natural number n. Substituting s = γt gives `he` for n = 0 and, after division by γ, `ht` for n = 1. Each component of the curve is a combination of these two functions. The theorem concerns the explicit curve; uniqueness of solutions with a given initial state is not established in the file.

```lean
/-- With positive damping the curve `exp(-γt) (a + k t b, b)` tends to zero at late times,
for every coupling and every `a`, `b`. -/
theorem flow_tendsto_zero {γ : ℝ} (hγ : 0 < γ) (k a b : ℝ) :
    Tendsto (flow γ k a b) atTop (𝓝 0) := by
  have hg : Tendsto (fun t : ℝ => γ * t) atTop atTop := tendsto_id.const_mul_atTop hγ
  have h := fun n : ℕ => (Real.tendsto_pow_mul_exp_neg_atTop_nhds_zero n).comp hg
  have he : Tendsto (fun t : ℝ => Real.exp (-γ * t)) atTop (𝓝 0) := by
    simpa [Function.comp_def] using h 0
  -- the exponential beats the linear growth
  have ht : Tendsto (fun t : ℝ => t * Real.exp (-γ * t)) atTop (𝓝 0) := by
    have h1 := (h 1).const_mul γ⁻¹
    rw [mul_zero] at h1
    refine h1.congr fun t => ?_
    simp only [Function.comp_apply, pow_one, neg_mul]
    rw [← mul_assoc, ← mul_assoc, inv_mul_cancel₀ hγ.ne', one_mul]
  rw [tendsto_pi_nhds]
  intro i
  fin_cases i
  · have hs := (he.const_mul a).add (ht.const_mul (k * b))
    simp only [mul_zero, add_zero] at hs
    refine hs.congr fun t => ?_
    show a * Real.exp (-γ * t) + k * b * (t * Real.exp (-γ * t))
      = Real.exp (-γ * t) * (a + k * t * b)
    ring
  · have hs := he.mul_const b
    rw [zero_mul] at hs
    exact hs
```

## The threshold

The quadratic form x·Ax is now computed for the coupled pair.

```lean
/-- For the coupled pair, `x·Ax` is the coupling term `k x₀ x₁` minus the damping term
`γ (x₀² + x₁²)`. -/
theorem growth_form (γ k : ℝ) (v : Fin 2 → ℝ) :
    v ⬝ᵥ coupledDecay γ k *ᵥ v = k * v 0 * v 1 - γ * (v 0 ^ 2 + v 1 ^ 2) := by
  simp [coupledDecay, Matrix.mulVec, dotProduct, Fin.sum_univ_two]
  ring
```

Below or at the threshold the conclusion covers every solution, whether or not it is written in the explicit form. `Antitone` means that the squared norm at a later time is never larger than at an earlier one. The proof shows that the derivative is nonpositive. The two products handed to `nlinarith` are the weighted squares (2γ − k)(x₀ + x₁)² and (2γ + k)(x₀ − x₁)² of the hand derivation.

```lean
/-- If the coupling is at most twice the damping rate in absolute value, the squared norm of every
solution never increases. -/
theorem no_growth {γ k : ℝ} (hk : |k| ≤ 2 * γ) {x : ℝ → Fin 2 → ℝ}
    (hx : IsSolution (coupledDecay γ k) x) : Antitone (fun t => sqNorm (x t)) := by
  obtain ⟨h1, h2⟩ := abs_le.1 hk
  refine antitone_of_deriv_nonpos (fun t => (norm_balance hx t).differentiableAt) fun t => ?_
  rw [(norm_balance hx t).deriv, growth_form]
  -- the form is minus a sum of two weighted squares
  nlinarith [mul_nonneg (sub_nonneg.2 h2) (sq_nonneg (x t 0 + x t 1)),
    mul_nonneg (sub_nonneg.2 h1) (sq_nonneg (x t 0 - x t 1))]
```

The main theorem has the existence of a growing solution on the left and the inequality `2 * γ < |k|` on the right. The number `d` is the derivative of the squared norm at time zero, and it is required to be positive.

In the forward direction, the negation of the inequality would make the squared norm nonincreasing by `no_growth`, so its derivative could not be positive. In the reverse direction the sign of `k` selects the initial state (1, 1) or (1, −1), and `norm_balance` with `growth_form` gives the derivative.

The equivalence holds for all real `γ`, including negative values, for which the modes are amplified and the growth need not be transient. It is for γ > 0 that `flow_tendsto_zero` applies and the growing curves decay in the end. The theorem treats real amplitudes with equal damping rates, and it gives neither the height nor the duration of the growth.

```lean
/-- Some solution of the coupled pair has a squared norm with positive derivative at time
zero if and only if the coupling exceeds twice the damping rate in absolute value. -/
theorem transient_growth_iff (γ k : ℝ) :
    (∃ x, IsSolution (coupledDecay γ k) x ∧
      ∃ d > 0, HasDerivAt (fun t => sqNorm (x t)) d 0) ↔ 2 * γ < |k| := by
  constructor
  · rintro ⟨x, hx, d, hd, h⟩
    by_contra hk
    have hle := (no_growth (not_lt.1 hk) hx).deriv_nonpos (x := 0)
    rw [h.deriv] at hle
    linarith
  · intro hk
    -- start with equal amplitudes, in phase or out of phase according to the sign of `k`
    rcases le_total 0 k with h | h
    · rw [abs_of_nonneg h] at hk
      have hs := flow_solves γ k 1 1
      refine ⟨_, hs.1, _, ?_, norm_balance hs.1 0⟩
      rw [hs.2, growth_form]
      show 0 < 2 * (k * 1 * 1 - γ * ((1 : ℝ) ^ 2 + (1 : ℝ) ^ 2))
      linarith
    · rw [abs_of_nonpos h] at hk
      have hs := flow_solves γ k 1 (-1)
      refine ⟨_, hs.1, _, ?_, norm_balance hs.1 0⟩
      rw [hs.2, growth_form]
      show 0 < 2 * (k * 1 * (-1) - γ * ((1 : ℝ) ^ 2 + (-1 : ℝ) ^ 2))
      linarith
```

## The matrix with eigenvalue −1 and coupling 4

The last theorem collects four facts about one matrix and one curve: the only eigenvalue is −1, the curve solves the equation of motion, it tends to zero, and its squared norm has derivative 4 at time zero. The curve is written as exp(−t) times the vector (1 + 4t, 1). The proof identifies the matrix with `coupledDecay 1 4` and the curve with `flow 1 4 1 1`, after which the general theorems apply. What remains is the arithmetic 2(4 − 2) = 4.

```lean
/-- The matrix `[[-1, 4], [0, -1]]` has only the eigenvalue `-1`, and `exp(-t) (1 + 4t, 1)`
solves `x' = A x` and tends to zero, yet its squared norm has derivative `4` at time zero. -/
theorem transient_growth_example :
    let A : Matrix (Fin 2) (Fin 2) ℝ := !![-1, 4; 0, -1]
    let x : ℝ → Fin 2 → ℝ := fun t => Real.exp (-t) • ![1 + 4 * t, 1]
    (∀ μ : ℂ, IsEigenvalue A μ ↔ μ = -1) ∧ IsSolution A x ∧
      Tendsto x atTop (𝓝 0) ∧ HasDerivAt (fun t => sqNorm (x t)) 4 0 := by
  intro A x
  have hA : A = coupledDecay 1 4 := rfl
  have hx : x = flow 1 4 1 1 := by
    funext t i
    fin_cases i <;> simp [x, flow]
  have hs := flow_solves 1 4 1 1
  rw [hA, hx]
  refine ⟨fun μ => by simpa using eigenvalue_iff 1 4 μ, hs.1,
    flow_tendsto_zero one_pos 4 1 1, (norm_balance hs.1 0).congr_deriv ?_⟩
  rw [hs.2, growth_form]
  show 2 * ((4 : ℝ) * 1 * 1 - 1 * ((1 : ℝ) ^ 2 + (1 : ℝ) ^ 2)) = 4
  norm_num

end

end TransientGrowth
```

```lean
#print axioms TransientGrowth.normal_iff
-- 'TransientGrowth.normal_iff' depends on axioms: [propext, Classical.choice, Quot.sound]
#print axioms TransientGrowth.transient_growth_iff
-- 'TransientGrowth.transient_growth_iff' depends on axioms: [propext, Classical.choice, Quot.sound]
#print axioms TransientGrowth.transient_growth_example
-- 'TransientGrowth.transient_growth_example' depends on axioms: [propext, Classical.choice, Quot.sound]
```
